# Tang's combination rule can err in either direction for a two-pole atom

Anyone who treats Tang's combination rule as a one-sided bound on the mixed dispersion coefficient will get the sign of its error wrong for some pairs of model atoms with a few discrete poles. When one atom has two distinct poles and its partner has one, all with positive strengths and frequencies, that sign depends on whether the partner's frequency lies above or below a mean frequency of the two-pole atom.

```lean
import Mathlib

open Finset

namespace TangRuleBeyondOnePole

noncomputable section

variable {ι κ : Type*} [Fintype ι] [Fintype κ]

/-- Static polarisability of an atom with oscillator strengths `f` and
transition frequencies `w`. -/
def polarisability (f w : ι → ℝ) : ℝ := ∑ i, f i / w i ^ 2

/-- The dispersion coefficient `C6` of two atoms given by their oscillator strengths
and transition frequencies. -/
def c6 (f w : ι → ℝ) (g v : κ → ℝ) : ℝ :=
  3 / 2 * ∑ i, ∑ j, f i * g j / (w i * v j * (w i + v j))

/-- The denominator of Tang's combination rule. -/
def tangDenominator (f w : ι → ℝ) (g v : κ → ℝ) : ℝ :=
  polarisability g v / polarisability f w * c6 f w f w
    + polarisability f w / polarisability g v * c6 g v g v

/-- Tang's estimate of the mixed `C6` from the like-pair coefficients and the
static polarisabilities. -/
def tangC6 (f w : ι → ℝ) (g v : κ → ℝ) : ℝ :=
  2 * c6 f w f w * c6 g v g v / tangDenominator f w g v

/-- Mean transition frequency of an atom, each pole weighted by its contribution
to the static polarisability. -/
def meanFrequency (f w : ι → ℝ) : ℝ := (∑ i, f i / w i) / polarisability f w

/-- Positive strengths and frequencies give a positive static polarisability. -/
theorem polarisability_pos [Nonempty ι] {f w : ι → ℝ}
    (hf : ∀ i, 0 < f i) (hw : ∀ i, 0 < w i) : 0 < polarisability f w :=
  Finset.sum_pos (fun i _ => div_pos (hf i) (pow_pos (hw i) 2)) Finset.univ_nonempty

/-- Positive strengths and frequencies on both atoms give a positive `C6`. -/
theorem c6_pos [Nonempty ι] [Nonempty κ] {f w : ι → ℝ} {g v : κ → ℝ}
    (hf : ∀ i, 0 < f i) (hw : ∀ i, 0 < w i) (hg : ∀ j, 0 < g j) (hv : ∀ j, 0 < v j) :
    0 < c6 f w g v := by
  refine mul_pos (by norm_num) (Finset.sum_pos (fun i _ => ?_) Finset.univ_nonempty)
  refine Finset.sum_pos (fun j _ => ?_) Finset.univ_nonempty
  exact div_pos (mul_pos (hf i) (hg j))
    (mul_pos (mul_pos (hw i) (hv j)) (add_pos (hw i) (hv j)))

/-- For a two-pole atom and a one-pole atom, the defect of Tang's rule (with its denominator
cleared) is a positive factor, depending on the strengths and frequencies, times the squared
splitting of the two poles times the signed difference `v - m`, where `m` is the mean frequency of
the two-pole atom. -/
theorem tang_defect {f₁ f₂ w₁ w₂ g v : ℝ} (hf₁ : 0 < f₁) (hf₂ : 0 < f₂)
    (hw₁ : 0 < w₁) (hw₂ : 0 < w₂) (hg : 0 < g) (hv : 0 < v) :
    c6 ![f₁, f₂] ![w₁, w₂] ![g] ![v] * tangDenominator ![f₁, f₂] ![w₁, w₂] ![g] ![v]
      - 2 * c6 ![f₁, f₂] ![w₁, w₂] ![f₁, f₂] ![w₁, w₂] * c6 ![g] ![v] ![g] ![v]
    = 9 / 8 * (g ^ 2 * f₁ * f₂ * (w₁ - w₂) ^ 2)
        / (v ^ 2 * w₁ ^ 2 * w₂ ^ 2 * (w₁ + w₂) * (w₁ + v) * (w₂ + v))
        * (v - meanFrequency ![f₁, f₂] ![w₁, w₂]) := by
  -- use the polarisability carried by each pole as the variable
  obtain ⟨p, hp, rfl⟩ : ∃ p, 0 < p ∧ f₁ = p * w₁ ^ 2 :=
    ⟨f₁ / w₁ ^ 2, by positivity, by field_simp⟩
  obtain ⟨q, hq, rfl⟩ : ∃ q, 0 < q ∧ f₂ = q * w₂ ^ 2 :=
    ⟨f₂ / w₂ ^ 2, by positivity, by field_simp⟩
  obtain ⟨r, hr, rfl⟩ : ∃ r, 0 < r ∧ g = r * v ^ 2 :=
    ⟨g / v ^ 2, by positivity, by field_simp⟩
  have hpq : p + q ≠ 0 := by positivity
  have h12 : w₁ + w₂ ≠ 0 := by positivity
  have h1v : w₁ + v ≠ 0 := by positivity
  have h2v : w₂ + v ≠ 0 := by positivity
  have hA : polarisability ![p * w₁ ^ 2, q * w₂ ^ 2] ![w₁, w₂] = p + q := by
    simp only [polarisability, Fin.sum_univ_two, Matrix.cons_val_zero, Matrix.cons_val_one,
      Matrix.cons_val_fin_one]
    field_simp
  have hB : polarisability ![r * v ^ 2] ![v] = r := by
    simp only [polarisability, Finset.univ_unique, Finset.sum_singleton,
      Matrix.cons_val_fin_one]
    field_simp
  have hm : meanFrequency ![p * w₁ ^ 2, q * w₂ ^ 2] ![w₁, w₂]
      = (p * w₁ + q * w₂) / (p + q) := by
    rw [meanFrequency, hA]
    congr 1
    simp only [Fin.sum_univ_two, Matrix.cons_val_zero, Matrix.cons_val_one,
      Matrix.cons_val_fin_one]
    field_simp
  have hAA : c6 ![p * w₁ ^ 2, q * w₂ ^ 2] ![w₁, w₂] ![p * w₁ ^ 2, q * w₂ ^ 2] ![w₁, w₂]
      = 3 / 4 * (p ^ 2 * w₁ + 4 * p * q * w₁ * w₂ / (w₁ + w₂) + q ^ 2 * w₂) := by
    simp only [c6, Fin.sum_univ_two, Matrix.cons_val_zero, Matrix.cons_val_one,
      Matrix.cons_val_fin_one, add_comm w₂ w₁, ← two_mul w₁, ← two_mul w₂]
    field_simp
    ring
  have hBB : c6 ![r * v ^ 2] ![v] ![r * v ^ 2] ![v] = 3 / 4 * (r ^ 2 * v) := by
    simp only [c6, Finset.univ_unique, Finset.sum_singleton,
      Matrix.cons_val_fin_one, ← two_mul v]
    field_simp
    norm_num
  have hAB : c6 ![p * w₁ ^ 2, q * w₂ ^ 2] ![w₁, w₂] ![r * v ^ 2] ![v]
      = 3 / 2 * (r * v) * (p * w₁ / (w₁ + v) + q * w₂ / (w₂ + v)) := by
    simp only [c6, Fin.sum_univ_two, Finset.univ_unique, Finset.sum_singleton,
      Matrix.cons_val_zero, Matrix.cons_val_one, Matrix.cons_val_fin_one]
    field_simp
  rw [tangDenominator, hA, hB, hm, hAA, hBB, hAB]
  field_simp
  ring

/-- For an atom with two distinct poles and a one-pole partner, Tang's rule is too low, exact
or too high according to whether the partner's frequency lies above, at or below the mean
frequency of the two-pole atom. -/
theorem tang_trichotomy {f₁ f₂ w₁ w₂ g v : ℝ} (hf₁ : 0 < f₁) (hf₂ : 0 < f₂)
    (hw₁ : 0 < w₁) (hw₂ : 0 < w₂) (hg : 0 < g) (hv : 0 < v) (hne : w₁ ≠ w₂) :
    (tangC6 ![f₁, f₂] ![w₁, w₂] ![g] ![v] < c6 ![f₁, f₂] ![w₁, w₂] ![g] ![v]
      ↔ meanFrequency ![f₁, f₂] ![w₁, w₂] < v) ∧
    (tangC6 ![f₁, f₂] ![w₁, w₂] ![g] ![v] = c6 ![f₁, f₂] ![w₁, w₂] ![g] ![v]
      ↔ v = meanFrequency ![f₁, f₂] ![w₁, w₂]) ∧
    (c6 ![f₁, f₂] ![w₁, w₂] ![g] ![v] < tangC6 ![f₁, f₂] ![w₁, w₂] ![g] ![v]
      ↔ v < meanFrequency ![f₁, f₂] ![w₁, w₂]) := by
  have hF : ∀ i, 0 < ![f₁, f₂] i := Fin.forall_fin_two.mpr ⟨hf₁, hf₂⟩
  have hW : ∀ i, 0 < ![w₁, w₂] i := Fin.forall_fin_two.mpr ⟨hw₁, hw₂⟩
  have hG : ∀ i, 0 < ![g] i := fun i => by simpa using hg
  have hV : ∀ i, 0 < ![v] i := fun i => by simpa using hv
  -- Tang's denominator is positive, so the sign of the defect decides
  have hD : 0 < tangDenominator ![f₁, f₂] ![w₁, w₂] ![g] ![v] :=
    add_pos
      (mul_pos (div_pos (polarisability_pos hG hV) (polarisability_pos hF hW))
        (c6_pos hF hW hF hW))
      (mul_pos (div_pos (polarisability_pos hF hW) (polarisability_pos hG hV))
        (c6_pos hG hV hG hV))
  have hs : 0 < (w₁ - w₂) ^ 2 := by
    have := sub_ne_zero.mpr hne
    positivity
  have hK : 0 < 9 / 8 * (g ^ 2 * f₁ * f₂ * (w₁ - w₂) ^ 2)
      / (v ^ 2 * w₁ ^ 2 * w₂ ^ 2 * (w₁ + w₂) * (w₁ + v) * (w₂ + v)) :=
    div_pos (mul_pos (by norm_num) (mul_pos (by positivity) hs)) (by positivity)
  have h := tang_defect hf₁ hf₂ hw₁ hw₂ hg hv
  rw [tangC6, div_lt_iff₀ hD, div_eq_iff hD.ne', lt_div_iff₀ hD]
  generalize 9 / 8 * (g ^ 2 * f₁ * f₂ * (w₁ - w₂) ^ 2)
      / (v ^ 2 * w₁ ^ 2 * w₂ ^ 2 * (w₁ + w₂) * (w₁ + v) * (w₂ + v)) = K at h hK
  refine ⟨?_, ?_, ?_⟩
  · rw [← sub_pos, h, mul_pos_iff_of_pos_left hK, sub_pos]
  · rw [eq_comm, ← sub_eq_zero, h, mul_eq_zero, or_iff_right hK.ne', sub_eq_zero]
  · rw [← sub_neg, h, ← neg_pos, ← mul_neg, mul_pos_iff_of_pos_left hK, neg_pos, sub_neg]

/-- Atom A with poles `(f, w) = (1, 1), (4, 2)` and atom B with the pole `(1, 1)`: the mixed
coefficient is `7/4`, while Tang's rule gives the larger value `51/29`. -/
theorem tang_counterexample :
    polarisability ![1, 4] ![1, 2] = 2 ∧ polarisability ![1] ![1] = 1 ∧
    c6 ![1, 4] ![1, 2] ![1, 4] ![1, 2] = 17 / 4 ∧ c6 ![1] ![1] ![1] ![1] = 3 / 4 ∧
    c6 ![1, 4] ![1, 2] ![1] ![1] = 7 / 4 ∧ tangC6 ![1, 4] ![1, 2] ![1] ![1] = 51 / 29 ∧
    (7 / 4 : ℝ) < 51 / 29 := by
  refine ⟨?_, ?_, ?_, ?_, ?_, ?_, ?_⟩ <;>
    norm_num [tangC6, tangDenominator, c6, polarisability, Fin.sum_univ_two]

/-- With the same atom A, Tang's rule is too low for a partner with the pole `(1, 2)` and
exact for a partner with the pole `(1, 3/2)`. -/
theorem tang_other_partners :
    c6 ![1, 4] ![1, 2] ![1] ![2] = 5 / 8 ∧ tangC6 ![1, 4] ![1, 2] ![1] ![2] = 51 / 82 ∧
    (51 / 82 : ℝ) < 5 / 8 ∧
    c6 ![1, 4] ![1, 2] ![1] ![3 / 2] = 34 / 35 ∧
    tangC6 ![1, 4] ![1, 2] ![1] ![3 / 2] = 34 / 35 := by
  refine ⟨?_, ?_, ?_, ?_, ?_⟩ <;>
    norm_num [tangC6, tangDenominator, c6, polarisability, Fin.sum_univ_two]

end

end TangRuleBeyondOnePole
```

```lean
#print axioms TangRuleBeyondOnePole.tang_trichotomy
#print axioms TangRuleBeyondOnePole.tang_counterexample
#print axioms TangRuleBeyondOnePole.tang_other_partners
```

```
'TangRuleBeyondOnePole.tang_trichotomy' depends on axioms: [propext, Classical.choice, Quot.sound]
'TangRuleBeyondOnePole.tang_counterexample' depends on axioms: [propext, Classical.choice, Quot.sound]
'TangRuleBeyondOnePole.tang_other_partners' depends on axioms: [propext, Classical.choice, Quot.sound]
```

## Atoms as lists of poles

An atom is a finite family of oscillator strengths $f_i$ and transition frequencies $w_i$, in atomic units. The index types `ι` and `κ` label the poles of the two atoms, and `![f₁, f₂]` is a two-pole list. The definitions read

$$\alpha_A=\sum_i \frac{f_i}{w_i^2},\qquad C_{AB}=\frac32\sum_{i,j}\frac{f_i g_j}{w_i v_j(w_i+v_j)},\qquad m=\frac{\sum_i f_i/w_i}{\alpha_A}.$$

Here $g_j,v_j$ belong to atom B, and $m$ is `meanFrequency`. Like-pair coefficients come from passing the same atom twice to `c6`. Tang's estimate `tangC6` is $2C_{AA}C_{BB}/D$, with

$$D=\frac{\alpha_B}{\alpha_A}C_{AA}+\frac{\alpha_A}{\alpha_B}C_{BB}.$$

For $w_1\ne w_2$ and a single partner pole $(g,v)$, `tang_trichotomy` says that the estimate is too low exactly when $v>m$, correct exactly when $v=m$, and too high exactly when $v<m$. The strengths and frequencies need only be positive; no sum rule ties the strengths to an electron number. The model is isotropic and non-retarded, has no continuum, and the sign criterion does not cover a partner with several poles.

## Where the sign comes from

Use the polarisability carried by each pole: $p=f_1/w_1^2$, $q=f_2/w_2^2$, $r=g/v^2$. With $P=p+q$, we have $\alpha_A=P$, $\alpha_B=r$, $Pm=pw_1+qw_2$ and

$$C_{AA}=\tfrac34 c,\quad c=p^2w_1+\frac{4pq\,w_1w_2}{w_1+w_2}+q^2w_2,\quad C_{BB}=\tfrac34r^2v,\quad C_{AB}=\tfrac32 rvS,$$

where $S=\frac{pw_1}{w_1+v}+\frac{qw_2}{w_2+v}$. Put $T=\frac{p}{w_1+v}+\frac{q}{w_2+v}$, so that $P-S=vT$. Substitution gives

$$C_{AB}D-2C_{AA}C_{BB}=\frac{9r^2v^2}{8P}\left(P^2S-cT\right).$$

Since $(w_1+w_2)^2-4w_1w_2=(w_1-w_2)^2$,

$$c=P^2m-\frac{pq(w_1-w_2)^2}{w_1+w_2}.$$

Also $w_1-m=q(w_1-w_2)/P$ and $w_2-m=-p(w_1-w_2)/P$, hence

$$S-mT=-\frac{pq(w_1-w_2)^2}{P(w_1+v)(w_2+v)},\qquad T=\frac{P(w_1+w_2-m+v)}{(w_1+v)(w_2+v)}.$$

Inserting these into $P^2S-cT=P^2(S-mT)+\frac{pq(w_1-w_2)^2}{w_1+w_2}T$ yields

$$C_{AB}D-2C_{AA}C_{BB}=\frac98\,\frac{r^2v^2pq\,(w_1-w_2)^2}{(w_1+w_2)(w_1+v)(w_2+v)}\,(v-m).$$

Restoring $f_1,f_2,g$ gives `tang_defect`. If $w_1=w_2$, atom A is effectively a one-pole atom and the defect vanishes. Otherwise the prefactor is positive, and dividing by $D>0$ gives the three cases.

## The same argument in Lean

`tang_defect` makes the substitution with its three `obtain` lines. The facts `hA` to `hAB` evaluate the polarisabilities, mean frequency and coefficients; `field_simp` then clears denominators and `ring` checks the polynomial identity, replacing the regrouping through $S$ and $T$.

The lemmas `polarisability_pos` and `c6_pos`, which assume that each atom has at least one pole, supply $D>0$ in `tang_trichotomy`. There the comparisons are multiplied through by $D$, the positive prefactor is named `K`, and the sign of $K(v-m)$ is read off.

The numerical theorems are evaluated directly from the definitions by `norm_num`. Atom A has poles $(f,w)=(1,1),(4,2)$, so $m=3/2$; each partner has strength 1.

| $v$ | $C_{AB}$ | Tang's estimate |
|---|---|---|
| $1$ | $7/4$ | $51/29$, too high |
| $3/2$ | $34/35$ | $34/35$, exact |
| $2$ | $5/8$ | $51/82$, too low |

## Use in dispersion corrections

The Tkatchenko–Scheffler correction to density functional theory uses this formula to build mixed coefficients from like-pair coefficients and static polarisabilities. Within the present few-pole model, the error of the formula has no fixed sign, even when the like-pair coefficients and static polarisabilities that enter it are exact.

The coefficient could also have been defined by the Casimir–Polder integral $\frac3\pi\int_0^\infty\alpha_A(i\omega)\alpha_B(i\omega)\,d\omega$, with $\alpha_A(i\omega)=\sum_i f_i/(w_i^2+\omega^2)$ and likewise for B. The integral also makes sense for polarisabilities with a continuous part, which these finite sums leave out. For the finite sums, the double sum used here would first have to be derived by integration.
